# Spin-flip reflectivity of a film with tilted magnetisation

Let a magnetic film reflect neutrons with complex amplitude $r$ when the spin is along its magnetisation and $t$ when it is against it, and let the magnetisation lie in the plane of the film, tilted by a real angle $g$ from the quantisation axis. If the reflection matrix is

$$R=\frac{r+t}{2}\,1+\frac{r-t}{2}\,(\cos g\,\sigma_z+\sin g\,\sigma_x),$$

then both spin-flip reflectivities equal $|r-t|^2\sin^2 g/4$, the four spin-resolved reflectivities sum to $|r|^2+|t|^2$, and spin flip vanishes exactly when $r=t$ or $\sin g=0$.

In polarised neutron reflectometry, spin flip therefore signals a magnetisation component perpendicular to the quantisation axis, for a film described by one magnetisation direction and two amplitudes.

## Two amplitudes and one direction

The letter $t$ denotes a second reflection amplitude, not a transmission amplitude. The amplitudes differ because the magnetic part of the neutron's potential in the film changes sign with the spin. At a fixed angle of incidence and wavelength they are two complex numbers, taken here as given.

Write $M=\cos g\,\sigma_z+\sin g\,\sigma_x$ for the spin component along the magnetisation, in units of $\hbar/2$. The normalised spinors along and against that direction are

$$\chi_+=\begin{pmatrix}\cos(g/2)\\ \sin(g/2)\end{pmatrix},\qquad \chi_-=\begin{pmatrix}-\sin(g/2)\\ \cos(g/2)\end{pmatrix}.$$

The components of $M\chi_+$ are

$$\cos g\cos\tfrac g2+\sin g\sin\tfrac g2=\cos\tfrac g2,\qquad \sin g\cos\tfrac g2-\cos g\sin\tfrac g2=\sin\tfrac g2,$$

so $M\chi_+=\chi_+$. The same subtraction formulas give $M\chi_-=-\chi_-$. Hence

$$R\chi_+=\left(\frac{r+t}{2}+\frac{r-t}{2}\right)\chi_+=r\chi_+,\qquad R\chi_-=\left(\frac{r+t}{2}-\frac{r-t}{2}\right)\chi_-=t\chi_-,$$

which is what the amplitudes were meant to describe.

## From amplitudes to reflectivities

Label spin up by 0 and spin down by 1, and let $R_{ij}$ be the amplitude from incident spin $j$ to reflected spin $i$. With $a=(r+t)/2$ and $b=(r-t)/2$,

$$R_{00}=a+b\cos g,\quad R_{01}=R_{10}=b\sin g,\quad R_{11}=a-b\cos g.$$

The spin-flip reflectivities follow at once:

$$|R_{01}|^2=|R_{10}|^2=|b|^2\sin^2 g=\frac{|r-t|^2\sin^2 g}{4}.$$

This product is zero exactly when one of its factors is, that is, when $r=t$ or $\sin g=0$.

For a spin-up beam whose reflected spin is not analysed, the total is

$$|R_{00}|^2+|R_{10}|^2=|a|^2+|b|^2+2\,\mathrm{Re}(a^*b)\cos g,$$

where $\cos^2 g+\sin^2 g=1$ has been used. Expanding $a$ and $b$ gives

$$|a|^2+|b|^2=\frac{|r|^2+|t|^2}{2},\qquad 2\,\mathrm{Re}(a^*b)=\frac{|r|^2-|t|^2}{2}.$$

The spin-down total $|R_{01}|^2+|R_{11}|^2$ differs only in the sign of the $\cos g$ term. Adding the two totals cancels that term and leaves $|r|^2+|t|^2$, whatever the tilt.

Finally, $\sin^2 g=1-\cos^2 g$ shows that the spin-flip reflectivity falls short of $|r-t|^2/4$ by $|r-t|^2\cos^2 g/4$. It therefore never exceeds $|r-t|^2/4$, and it reaches this value exactly when $r=t$ or $\cos g=0$.

## Parallel and perpendicular magnetisation

At $g=0$ the matrix is diagonal with entries $r$ and $t$: each spin state keeps its direction and is reflected with its own amplitude. At $g=\pi/2$ both non-flip amplitudes are $(r+t)/2$ and both flip amplitudes are $(r-t)/2$, so spin flip is at its maximum for the given $r$ and $t$.

## How the Lean statement encodes the film

The definition `film r t g` is the matrix $R$, a $2\times2$ complex matrix built from the identity, `sigmaZ` and `sigmaX`. The types `r t : ℂ` and `g : ℝ` are the only conditions on the parameters. In particular, $|r|\le 1$ and $|t|\le 1$ are not required, although a passive film would satisfy them.

The function `reflectivity R i j` is the squared norm of the entry `R i j`, with the incident spin as the second index. Thus `reflectivity (film r t g) 0 1` describes a down spin reflected as an up spin.

The theorem `polarised_reflectivity` joins the three claims of the opening paragraph. Its double sum runs over both reflected and both incident spins, so it is twice the reflectivity of an unpolarised beam. Its last part is an equivalence: both spin-flip reflectivities vanish if and only if `r = t ∨ Real.sin g = 0`.

The form of $R$ is a model and is not derived from the Schrödinger equation for a layered potential. It places the magnetisation in the $xz$ plane of spin space and leaves out a component along the film normal, which, when uniform across the film, does not change the magnetic field $B$ that acts on the neutron. It also leaves out magnetic domains, a direction that varies with depth, and imperfect polarisers. Taking a squared amplitude as a reflectivity also assumes that both spin states leave the film with the same normal velocity, which requires a negligible Zeeman splitting outside it.

```lean
import Mathlib

open Matrix

namespace MagneticFilmReflectivity

noncomputable section

/-- The Pauli matrix `σ_x`. -/
def sigmaX : Matrix (Fin 2) (Fin 2) ℂ := !![0, 1; 1, 0]

/-- The Pauli matrix `σ_z`, whose axis is the quantisation axis of the neutron spin. -/
def sigmaZ : Matrix (Fin 2) (Fin 2) ℂ := !![1, 0; 0, -1]

/-- The reflection matrix of a film whose magnetisation is tilted by the angle `g` from the
quantisation axis, built from the two complex amplitudes `r` and `t`. -/
def film (r t : ℂ) (g : ℝ) : Matrix (Fin 2) (Fin 2) ℂ :=
  ((r + t) / 2) • (1 : Matrix (Fin 2) (Fin 2) ℂ) +
    ((r - t) / 2) • ((Real.cos g : ℂ) • sigmaZ + (Real.sin g : ℂ) • sigmaX)

/-- The reflectivity from incident spin state `j` into reflected spin state `i`
(`0` is spin up, `1` is spin down). -/
def reflectivity (R : Matrix (Fin 2) (Fin 2) ℂ) (i j : Fin 2) : ℝ := ‖R i j‖ ^ 2

/-- The four spin-resolved reflection amplitudes of the film. -/
theorem film_amplitudes (r t : ℂ) (g : ℝ) :
    film r t g 0 0 = (r + t) / 2 + (r - t) / 2 * (Real.cos g : ℂ) ∧
    film r t g 0 1 = (r - t) / 2 * (Real.sin g : ℂ) ∧
    film r t g 1 0 = (r - t) / 2 * (Real.sin g : ℂ) ∧
    film r t g 1 1 = (r + t) / 2 - (r - t) / 2 * (Real.cos g : ℂ) := by
  refine ⟨?_, ?_, ?_, ?_⟩ <;> simp [film, sigmaX, sigmaZ]
  ring

/-- The spinor tilted by `g` is reflected with amplitude `r`, and the spinor orthogonal to it
with amplitude `t`. -/
theorem film_eigenspinors (r t : ℂ) (g : ℝ) :
    film r t g *ᵥ ![(Real.cos (g / 2) : ℂ), (Real.sin (g / 2) : ℂ)] =
      r • ![(Real.cos (g / 2) : ℂ), (Real.sin (g / 2) : ℂ)] ∧
    film r t g *ᵥ ![-(Real.sin (g / 2) : ℂ), (Real.cos (g / 2) : ℂ)] =
      t • ![-(Real.sin (g / 2) : ℂ), (Real.cos (g / 2) : ℂ)] := by
  obtain ⟨h00, h01, h10, h11⟩ := film_amplitudes r t g
  -- sin² + cos² = 1 at g/2, and the double-angle formulas for cos g and sin g
  have h1 := Complex.sin_sq_add_cos_sq ((g : ℂ) / 2)
  have hc := Complex.cos_two_mul' ((g : ℂ) / 2)
  have hs := Complex.sin_two_mul ((g : ℂ) / 2)
  rw [show (2 : ℂ) * ((g : ℂ) / 2) = g by ring] at hc hs
  constructor
  · funext i
    fin_cases i
    · simp [Matrix.mulVec, dotProduct, Fin.sum_univ_two, h00, h01, hc, hs]
      linear_combination (r - t) / 2 * Complex.cos ((g : ℂ) / 2) * h1
    · simp [Matrix.mulVec, dotProduct, Fin.sum_univ_two, h10, h11, hc, hs]
      linear_combination (r - t) / 2 * Complex.sin ((g : ℂ) / 2) * h1
  · funext i
    fin_cases i
    · simp [Matrix.mulVec, dotProduct, Fin.sum_univ_two, h00, h01, hc, hs]
      linear_combination (r - t) / 2 * Complex.sin ((g : ℂ) / 2) * h1
    · simp [Matrix.mulVec, dotProduct, Fin.sum_univ_two, h10, h11, hc, hs]
      linear_combination -(r - t) / 2 * Complex.cos ((g : ℂ) / 2) * h1

/-- Both spin-flip reflectivities equal `|r - t|² sin² g / 4`. -/
theorem spin_flip_reflectivity (r t : ℂ) (g : ℝ) :
    reflectivity (film r t g) 0 1 = ‖r - t‖ ^ 2 * Real.sin g ^ 2 / 4 ∧
    reflectivity (film r t g) 1 0 = ‖r - t‖ ^ 2 * Real.sin g ^ 2 / 4 := by
  obtain ⟨-, h01, h10, -⟩ := film_amplitudes r t g
  constructor <;>
  · simp only [reflectivity, h01, h10, Complex.sq_norm, Complex.normSq_apply, Complex.mul_re,
      Complex.mul_im, Complex.sub_re, Complex.sub_im, Complex.div_ofNat_re,
      Complex.div_ofNat_im, Complex.ofReal_re, Complex.ofReal_im]
    ring

/-- The total reflectivity of a spin-up beam and of a spin-down beam, when the reflected spin
is not analysed. -/
theorem unanalysed_reflectivity (r t : ℂ) (g : ℝ) :
    reflectivity (film r t g) 0 0 + reflectivity (film r t g) 1 0 =
      (‖r‖ ^ 2 + ‖t‖ ^ 2) / 2 + (‖r‖ ^ 2 - ‖t‖ ^ 2) / 2 * Real.cos g ∧
    reflectivity (film r t g) 0 1 + reflectivity (film r t g) 1 1 =
      (‖r‖ ^ 2 + ‖t‖ ^ 2) / 2 - (‖r‖ ^ 2 - ‖t‖ ^ 2) / 2 * Real.cos g := by
  obtain ⟨h00, h01, h10, h11⟩ := film_amplitudes r t g
  have h := Real.sin_sq_add_cos_sq g
  -- the terms quadratic in the angle functions combine through sin² + cos² = 1
  constructor <;>
  · simp only [reflectivity, h00, h01, h10, h11, Complex.sq_norm, Complex.normSq_apply,
      Complex.mul_re, Complex.mul_im, Complex.add_re, Complex.add_im, Complex.sub_re,
      Complex.sub_im, Complex.div_ofNat_re, Complex.div_ofNat_im, Complex.ofReal_re,
      Complex.ofReal_im]
    linear_combination ((r.re - t.re) ^ 2 + (r.im - t.im) ^ 2) / 4 * h

/-- Both spin-flip reflectivities equal `|r - t|² sin² g / 4`, the four reflectivities sum to
`|r|² + |t|²`, and spin flip is absent exactly when `r = t` or `sin g = 0`. -/
theorem polarised_reflectivity (r t : ℂ) (g : ℝ) :
    (reflectivity (film r t g) 0 1 = ‖r - t‖ ^ 2 * Real.sin g ^ 2 / 4 ∧
      reflectivity (film r t g) 1 0 = ‖r - t‖ ^ 2 * Real.sin g ^ 2 / 4) ∧
    ∑ i, ∑ j, reflectivity (film r t g) i j = ‖r‖ ^ 2 + ‖t‖ ^ 2 ∧
    ((reflectivity (film r t g) 0 1 = 0 ∧ reflectivity (film r t g) 1 0 = 0) ↔
      r = t ∨ Real.sin g = 0) := by
  refine ⟨spin_flip_reflectivity r t g, ?_, ?_⟩
  · -- add the totals for the two incident spin states
    obtain ⟨hup, hdown⟩ := unanalysed_reflectivity r t g
    simp only [Fin.sum_univ_two]
    linarith
  · obtain ⟨h01, h10⟩ := spin_flip_reflectivity r t g
    rw [h01, h10, and_self]
    simp [sub_eq_zero]

/-- The reflectivity from spin down into spin up is at most `|r - t|² / 4`, and this bound is
reached exactly when `r = t` or `cos g = 0`. -/
theorem spin_flip_maximum (r t : ℂ) (g : ℝ) :
    reflectivity (film r t g) 0 1 ≤ ‖r - t‖ ^ 2 / 4 ∧
    (reflectivity (film r t g) 0 1 = ‖r - t‖ ^ 2 / 4 ↔ r = t ∨ Real.cos g = 0) := by
  rw [(spin_flip_reflectivity r t g).1, Real.sin_sq]
  constructor
  · have h : 0 ≤ ‖r - t‖ ^ 2 * Real.cos g ^ 2 := by positivity
    linarith
  · -- the deficit from the bound is |r - t|² cos² g / 4
    have key : ‖r - t‖ ^ 2 * (1 - Real.cos g ^ 2) / 4 = ‖r - t‖ ^ 2 / 4 ↔
        ‖r - t‖ ^ 2 * Real.cos g ^ 2 = 0 := by
      constructor
      · intro h
        linear_combination (-4) * h
      · intro h
        linear_combination (-1 / 4) * h
    rw [key]
    simp [sub_eq_zero]

end

end MagneticFilmReflectivity
```

```lean
#print axioms MagneticFilmReflectivity.film_eigenspinors
-- 'MagneticFilmReflectivity.film_eigenspinors' depends on axioms: [propext, Classical.choice, Quot.sound]
#print axioms MagneticFilmReflectivity.spin_flip_reflectivity
-- 'MagneticFilmReflectivity.spin_flip_reflectivity' depends on axioms: [propext, Classical.choice, Quot.sound]
#print axioms MagneticFilmReflectivity.polarised_reflectivity
-- 'MagneticFilmReflectivity.polarised_reflectivity' depends on axioms: [propext, Classical.choice, Quot.sound]
#print axioms MagneticFilmReflectivity.spin_flip_maximum
-- 'MagneticFilmReflectivity.spin_flip_maximum' depends on axioms: [propext, Classical.choice, Quot.sound]
```

## How the proof follows the algebra

`film_amplitudes` computes the four entries by unfolding the matrices, and the later lemmas all rest on it.

`film_eigenspinors` confirms the physical reading of $r$ and $t$. It writes $\cos g$ and $\sin g$ in terms of $g/2$ and checks each spinor component. Each `linear_combination` supplies the multiple of $\sin^2(g/2)+\cos^2(g/2)=1$ needed to close the identity. The reflectivity theorems do not depend on this lemma.

`spin_flip_reflectivity` expands the squared norms into real and imaginary parts, after which `ring` verifies a polynomial identity. `unanalysed_reflectivity` proceeds in the same way for the two totals, but also needs $\sin^2 g+\cos^2 g=1$. The coefficient in its `linear_combination` is $|r-t|^2/4$ written in real coordinates, the $|b|^2$ of the derivation above.

In `polarised_reflectivity`, the sum rule comes from adding the two totals with `linarith`. For the equivalence, the two equal reflectivities are reduced to one condition, and `simp` splits the vanishing product into its factors.

`spin_flip_maximum` replaces $\sin^2 g$ by $1-\cos^2 g$. The bound follows because $|r-t|^2\cos^2 g$ is non-negative, and the step named `key` shows that equality holds exactly when this quantity is zero. The theorem is stated for the entry `0 1`; the other spin-flip reflectivity has the same value.
